# The error from averaging a bounded time-dependent Hamiltonian is controlled by the integral of the dropped terms

Dropping fast-oscillating terms from the Hamiltonian of a finite-level system before propagating it, as in the rotating-wave approximation, calls for an estimate of the resulting error in the propagator. For continuous Hermitian Hamiltonians, the theorems below bound that error in terms of the norms of the two Hamiltonians and of the running time integral of the dropped terms. That integral can be small even when the terms themselves are not.

```lean
import Mathlib

open Complex

namespace AveragingBound

noncomputable section

variable {A : Type*} [NormedRing A] [StarRing A] [CStarRing A] [NormedAlgebra ℂ A]
  [StarModule ℂ A]

/-- `U` is the propagator of the Hamiltonian `H`: it solves `U' = -i H U` and equals `1` at
time zero. -/
structure IsPropagator (H U : ℝ → A) : Prop where
  initial : U 0 = 1
  schrodinger : ∀ t, HasDerivAt U ((-I) • (H t * U t)) t

/-- The accumulated difference `F(t)` of two Hamiltonians, the integral of `H - K` from `0`
to `t`. -/
def drift (H K : ℝ → A) (t : ℝ) : A := ∫ s in (0 : ℝ)..t, (H s - K s)

variable {H K U V : ℝ → A}

/-- For self-adjoint `H(t)`, the derivative of `U* X V` is `U* (X' + i (H X - X K)) V`, where
`U` and `V` are the propagators of `H` and `K`. -/
theorem hasDerivAt_sandwich {X : ℝ → A} {X' : A} {t : ℝ} (hH : IsSelfAdjoint (H t))
    (hU : IsPropagator H U) (hV : IsPropagator K V) (hX : HasDerivAt X X' t) :
    HasDerivAt (fun s => star (U s) * X s * V s)
      (star (U t) * (X' + I • (H t * X t - X t * K t)) * V t) t := by
  have hs : HasDerivAt (fun s => star (U s)) (I • (star (U t) * H t)) t := by
    refine (hU.schrodinger t).star.congr_deriv ?_
    simp [star_smul, star_mul, hH.star_eq]
  refine ((hs.fun_mul hX).fun_mul (hV.schrodinger t)).congr_deriv ?_
  simp only [mul_add, add_mul, mul_sub, sub_mul, smul_sub, smul_mul_assoc, mul_smul_comm,
    neg_smul, mul_neg, mul_assoc]
  abel

/-- The propagator of a self-adjoint Hamiltonian satisfies `U* U = 1`. -/
theorem star_mul_propagator (hH : ∀ t, IsSelfAdjoint (H t)) (hU : IsPropagator H U) (t : ℝ) :
    star (U t) * U t = 1 := by
  have h : ∀ s, HasDerivAt (fun s => star (U s) * 1 * U s) 0 s := fun s => by
    refine (hasDerivAt_sandwich (X := fun _ => 1) (hH s) hU hU
      (hasDerivAt_const s (1 : A))).congr_deriv ?_
    simp
  have h2 := is_const_of_deriv_eq_zero (fun s => (h s).differentiableAt)
    (fun s => (h s).deriv) t 0
  simpa [hU.initial] using h2

/-- The propagator of a self-adjoint Hamiltonian also satisfies `U U* = 1`. -/
theorem propagator_mul_star (hH : ∀ t, IsSelfAdjoint (H t)) (hU : IsPropagator H U) (t : ℝ) :
    U t * star (U t) = 1 := by
  have hc : Continuous U :=
    continuous_iff_continuousAt.2 fun s => (hU.schrodinger s).continuousAt
  -- `1 - U U*` is a projection, so its norm is 0 or 1
  have hq : ∀ s, ‖1 - U s * star (U s)‖
      = ‖1 - U s * star (U s)‖ * ‖1 - U s * star (U s)‖ := by
    intro s
    have hp : U s * star (U s) * (U s * star (U s)) = U s * star (U s) := by
      rw [mul_assoc, ← mul_assoc (star (U s)), star_mul_propagator hH hU s, one_mul]
    have e : star (1 - U s * star (U s)) * (1 - U s * star (U s))
        = 1 - U s * star (U s) := by
      rw [star_sub, star_one, star_mul, star_star, mul_sub, mul_one, sub_mul, one_mul, hp,
        sub_self, sub_zero]
    rw [← CStarRing.norm_star_mul_self, e]
  by_contra hne
  have hpos : 0 < ‖1 - U t * star (U t)‖ :=
    norm_pos_iff.2 (sub_ne_zero.2 (Ne.symm hne))
  have hone : (1 / 2 : ℝ) ≤ ‖1 - U t * star (U t)‖ := by nlinarith [hq t]
  -- by continuity the norm cannot jump from 0 to 1
  obtain ⟨s, hs⟩ := mem_range_of_exists_le_of_exists_ge (c := (1 / 2 : ℝ))
    (continuous_const.sub (hc.mul hc.star)).norm ⟨0, by simp [hU.initial]⟩ ⟨t, hone⟩
  have hs' : ‖1 - U s * star (U s)‖ = 1 / 2 := hs
  have h := hq s
  rw [hs'] at h
  norm_num at h

/-- The propagator of a self-adjoint Hamiltonian has norm at most one. -/
theorem norm_propagator_le_one (hH : ∀ t, IsSelfAdjoint (H t)) (hU : IsPropagator H U)
    (t : ℝ) : ‖U t‖ ≤ 1 := by
  have h1 : ‖star (1 : A) * 1‖ = ‖(1 : A)‖ * ‖(1 : A)‖ := CStarRing.norm_star_mul_self
  have h2 : ‖star (U t) * U t‖ = ‖U t‖ * ‖U t‖ := CStarRing.norm_star_mul_self
  rw [star_one, one_mul] at h1
  rw [star_mul_propagator hH hU t] at h2
  have h3 : ‖(1 : A)‖ ≤ 1 := by
    by_contra h
    nlinarith [not_le.1 h]
  nlinarith [norm_nonneg (U t)]

variable [CompleteSpace A]

omit [StarRing A] [CStarRing A] [StarModule ℂ A] in
/-- For continuous Hamiltonians the accumulated difference has derivative `H - K`. -/
theorem hasDerivAt_drift (hHc : Continuous H) (hKc : Continuous K) (t : ℝ) :
    HasDerivAt (drift H K) (H t - K t) t :=
  ((hHc.sub hKc).integral_hasStrictDerivAt 0 t).hasDerivAt

/-- Integration by parts for continuous Hamiltonians, `H` self-adjoint: `U* V - 1` equals
`i U* F V` plus the integral of `U* (H F - F K) V`. -/
theorem averaging_identity (hHc : Continuous H) (hKc : Continuous K)
    (hH : ∀ t, IsSelfAdjoint (H t)) (hU : IsPropagator H U) (hV : IsPropagator K V) (t : ℝ) :
    star (U t) * V t - 1 = I • (star (U t) * drift H K t * V t) +
      ∫ s in (0 : ℝ)..t, star (U s) * (H s * drift H K s - drift H K s * K s) * V s := by
  have hUc : Continuous U :=
    continuous_iff_continuousAt.2 fun s => (hU.schrodinger s).continuousAt
  have hVc : Continuous V :=
    continuous_iff_continuousAt.2 fun s => (hV.schrodinger s).continuousAt
  have hFc : Continuous (drift H K) :=
    continuous_iff_continuousAt.2 fun s => (hasDerivAt_drift hHc hKc s).continuousAt
  have hg : ∀ s, HasDerivAt
      (fun s => star (U s) * 1 * V s - I • (star (U s) * drift H K s * V s))
      (star (U s) * (H s * drift H K s - drift H K s * K s) * V s) s := by
    intro s
    have h1 := hasDerivAt_sandwich (X := fun _ => 1) (hH s) hU hV (hasDerivAt_const s (1 : A))
    have h2 : HasDerivAt (fun s => I • (star (U s) * drift H K s * V s)) _ s :=
      (hasDerivAt_sandwich (hH s) hU hV (hasDerivAt_drift hHc hKc s)).const_smul I
    refine (h1.fun_sub h2).congr_deriv ?_
    simp only [mul_one, one_mul, zero_add, mul_add, add_mul, mul_sub, sub_mul, smul_sub,
      smul_add, smul_mul_assoc, mul_smul_comm, smul_smul, I_mul_I, neg_smul, one_smul,
      mul_assoc]
    abel
  have h := intervalIntegral.integral_eq_sub_of_hasDerivAt (fun s _ => hg s)
    ((hUc.star.mul ((hHc.mul hFc).sub (hFc.mul hKc))).mul hVc |>.intervalIntegrable 0 t)
  have h0 : drift H K 0 = 0 := by simp [drift]
  simp only [hU.initial, hV.initial, star_one, mul_one, h0, mul_zero, smul_zero,
    sub_zero] at h
  rw [h]
  abel

/-- Averaging bound: for continuous self-adjoint Hamiltonians and `t ≥ 0`, the propagators
differ by at most `‖F(t)‖` plus the integral of `‖F‖ (‖H‖ + ‖K‖)` over `[0,t]`. -/
theorem averaging_bound (hHc : Continuous H) (hKc : Continuous K)
    (hH : ∀ t, IsSelfAdjoint (H t)) (hK : ∀ t, IsSelfAdjoint (K t))
    (hU : IsPropagator H U) (hV : IsPropagator K V) {t : ℝ} (ht : 0 ≤ t) :
    ‖U t - V t‖ ≤ ‖drift H K t‖ +
      ∫ s in (0 : ℝ)..t, ‖drift H K s‖ * (‖H s‖ + ‖K s‖) := by
  have hUc : Continuous U :=
    continuous_iff_continuousAt.2 fun s => (hU.schrodinger s).continuousAt
  have hVc : Continuous V :=
    continuous_iff_continuousAt.2 fun s => (hV.schrodinger s).continuousAt
  have hFc : Continuous (drift H K) :=
    continuous_iff_continuousAt.2 fun s => (hasDerivAt_drift hHc hKc s).continuousAt
  have hsand : ∀ s (X : A), ‖star (U s) * X * V s‖ ≤ ‖X‖ := by
    intro s X
    have hu := norm_propagator_le_one hH hU s
    have hv := norm_propagator_le_one hK hV s
    calc ‖star (U s) * X * V s‖ ≤ ‖star (U s) * X‖ * ‖V s‖ := norm_mul_le _ _
      _ ≤ ‖star (U s) * X‖ := mul_le_of_le_one_right (norm_nonneg _) hv
      _ ≤ ‖star (U s)‖ * ‖X‖ := norm_mul_le _ _
      _ ≤ ‖X‖ := mul_le_of_le_one_left (norm_nonneg _) (by rwa [norm_star])
  -- unitarity of `U` reduces the claim to `U* V - 1`
  have e : U t - V t = -(U t * (star (U t) * V t - 1)) := by
    rw [mul_sub, ← mul_assoc, propagator_mul_star hH hU t, one_mul, mul_one, neg_sub]
  have h1 : ‖U t - V t‖ ≤ ‖star (U t) * V t - 1‖ := by
    rw [e, norm_neg]
    exact (norm_mul_le _ _).trans
      (mul_le_of_le_one_left (norm_nonneg _) (norm_propagator_le_one hH hU t))
  refine h1.trans ?_
  rw [averaging_identity hHc hKc hH hU hV t]
  refine (norm_add_le _ _).trans (add_le_add ?_ ?_)
  · rw [norm_smul, norm_I, one_mul]
    exact hsand t _
  · refine (intervalIntegral.norm_integral_le_integral_norm ht).trans ?_
    refine intervalIntegral.integral_mono_on ht
      (((hUc.star.mul ((hHc.mul hFc).sub (hFc.mul hKc))).mul hVc).norm.intervalIntegrable 0 t)
      ((hFc.norm.mul (hHc.norm.add hKc.norm)).intervalIntegrable 0 t) ?_
    intro s _
    refine (hsand s _).trans ((norm_sub_le _ _).trans ?_)
    linarith [norm_mul_le (H s) (drift H K s), norm_mul_le (drift H K s) (K s)]

/-- For continuous self-adjoint Hamiltonians with `‖F‖ ≤ ε` and `‖H‖ + ‖K‖ ≤ M` on `[0,t]`,
the propagators at time `t ≥ 0` differ by at most `ε (1 + M t)`. -/
theorem averaging_bound_uniform (hHc : Continuous H) (hKc : Continuous K)
    (hH : ∀ t, IsSelfAdjoint (H t)) (hK : ∀ t, IsSelfAdjoint (K t))
    (hU : IsPropagator H U) (hV : IsPropagator K V) {t ε M : ℝ} (ht : 0 ≤ t)
    (hF : ∀ s ∈ Set.Icc 0 t, ‖drift H K s‖ ≤ ε)
    (hM : ∀ s ∈ Set.Icc 0 t, ‖H s‖ + ‖K s‖ ≤ M) :
    ‖U t - V t‖ ≤ ε * (1 + M * t) := by
  have hFc : Continuous (drift H K) :=
    continuous_iff_continuousAt.2 fun s => (hasDerivAt_drift hHc hKc s).continuousAt
  have hε : 0 ≤ ε := (norm_nonneg _).trans (hF t ⟨ht, le_rfl⟩)
  have h : ∫ s in (0 : ℝ)..t, ‖drift H K s‖ * (‖H s‖ + ‖K s‖)
      ≤ ∫ _s in (0 : ℝ)..t, ε * M :=
    intervalIntegral.integral_mono_on ht
      ((hFc.norm.mul (hHc.norm.add hKc.norm)).intervalIntegrable 0 t)
      (continuous_const.intervalIntegrable 0 t)
      fun s hs => mul_le_mul (hF s hs) (hM s hs) (by positivity) hε
  rw [intervalIntegral.integral_const, smul_eq_mul, sub_zero] at h
  linarith [averaging_bound hHc hKc hH hK hU hV ht, hF t ⟨ht, le_rfl⟩]

/-- A drive `cos(ωt) G` with `ω > 0`, added to `H₀` (both self-adjoint), changes the propagator
at time `t ≥ 0` by at most `(‖G‖/ω) (1 + (2‖H₀‖ + ‖G‖) t)`. -/
theorem fast_drive_bound {H₀ G : A} (hH₀ : IsSelfAdjoint H₀) (hG : IsSelfAdjoint G)
    {ω t : ℝ} (hω : 0 < ω) (ht : 0 ≤ t)
    (hU : IsPropagator (fun s => H₀ + Real.cos (ω * s) • G) U)
    (hV : IsPropagator (fun _ => H₀) V) :
    ‖U t - V t‖ ≤ ‖G‖ / ω * (1 + (2 * ‖H₀‖ + ‖G‖) * t) := by
  have hcos : Continuous fun s : ℝ => Real.cos (ω * s) :=
    Real.continuous_cos.comp (continuous_const.mul continuous_id)
  have hc : Continuous fun s : ℝ => H₀ + Real.cos (ω * s) • G :=
    continuous_const.add (hcos.smul continuous_const)
  have hder : ∀ x : ℝ, HasDerivAt (fun x : ℝ => (Real.sin (ω * x) / ω) • G)
      (H₀ + Real.cos (ω * x) • G - H₀) x := by
    intro x
    have h2 : HasDerivAt (fun x : ℝ => ω * x) ω x :=
      ((hasDerivAt_id' x).const_mul ω).congr_deriv (mul_one ω)
    have h1 : HasDerivAt (fun x : ℝ => Real.sin (ω * x) / ω) (Real.cos (ω * x)) x :=
      (h2.sin.div_const ω).congr_deriv (mul_div_cancel_right₀ _ hω.ne')
    exact (h1.smul_const G).congr_deriv (add_sub_cancel_left _ _).symm
  -- the accumulated difference is `sin(ωs)/ω G`
  have hd : ∀ s, drift (fun s => H₀ + Real.cos (ω * s) • G) (fun _ => H₀) s
      = (Real.sin (ω * s) / ω) • G := by
    intro s
    unfold drift
    rw [intervalIntegral.integral_eq_sub_of_hasDerivAt (fun x _ => hder x)
      ((hc.sub continuous_const).intervalIntegrable 0 s)]
    simp
  refine averaging_bound_uniform hc continuous_const
    (fun s => hH₀.add (IsSelfAdjoint.smul (IsSelfAdjoint.all _) hG)) (fun _ => hH₀)
    hU hV ht ?_ ?_
  · intro s _
    rw [hd, norm_smul, Real.norm_eq_abs, abs_div, abs_of_pos hω, div_mul_eq_mul_div]
    exact div_le_div_of_nonneg_right
      (mul_le_of_le_one_left (norm_nonneg _) (Real.abs_sin_le_one _)) hω.le
  · intro s _
    have h1 := norm_add_le H₀ (Real.cos (ω * s) • G)
    have h2 : ‖Real.cos (ω * s) • G‖ ≤ ‖G‖ := by
      rw [norm_smul, Real.norm_eq_abs]
      exact mul_le_of_le_one_left (norm_nonneg _) (Real.abs_cos_le_one _)
    linarith

open scoped Matrix.Norms.L2Operator in
/-- The averaging bound for continuous Hermitian matrices `H(t)`, `K(t)` and `t ≥ 0`, in the
operator norm. -/
theorem averaging_bound_matrix {n : Type*} [Fintype n] [DecidableEq n]
    {H K U V : ℝ → Matrix n n ℂ} (hHc : Continuous H) (hKc : Continuous K)
    (hH : ∀ t, (H t).IsHermitian) (hK : ∀ t, (K t).IsHermitian)
    (hU : IsPropagator H U) (hV : IsPropagator K V) {t : ℝ} (ht : 0 ≤ t) :
    ‖U t - V t‖ ≤ ‖drift H K t‖ +
      ∫ s in (0 : ℝ)..t, ‖drift H K s‖ * (‖H s‖ + ‖K s‖) := by
  have : CompleteSpace (Matrix n n ℂ) := FiniteDimensional.complete ℂ _
  exact averaging_bound hHc hKc (fun t => (hH t).isSelfAdjoint)
    (fun t => (hK t).isSelfAdjoint) hU hV ht

end

end AveragingBound
```

```lean
#print axioms AveragingBound.averaging_bound
#print axioms AveragingBound.fast_drive_bound
#print axioms AveragingBound.averaging_bound_matrix
```

```
'AveragingBound.averaging_bound' depends on axioms: [propext, Classical.choice, Quot.sound]
'AveragingBound.fast_drive_bound' depends on axioms: [propext, Classical.choice, Quot.sound]
'AveragingBound.averaging_bound_matrix' depends on axioms: [propext, Classical.choice, Quot.sound]
```

## Two Hamiltonians and their accumulated difference

Let $H(t)$ be the full Hamiltonian and $K(t)$ its replacement, with $\hbar=1$. Their propagators $U$ and $V$ satisfy

$$U'=-iHU,\qquad V'=-iKV,\qquad U(0)=V(0)=1.$$

The dropped terms are $H-K$, and their accumulated effect is

$$F(t)=\int_0^t (H(s)-K(s))\,ds .$$

The main theorem, `averaging_bound`, says that for $t\ge 0$

$$\|U(t)-V(t)\|\le \|F(t)\|+\int_0^t\|F(s)\|\,(\|H(s)\|+\|K(s)\|)\,ds .$$

In the matrix version the norm is the operator norm, so the right-hand side also bounds $\|U(t)\psi-V(t)\psi\|$ for every normalised initial state $\psi$.

In Lean, `IsPropagator H U` holds the differential equation, required at every real time, and the initial condition. Unitarity is derived from these. The existence of $U$ and $V$ is a hypothesis; for continuous bounded Hamiltonians it is a standard fact about linear differential equations. The function $F$ is called `drift H K`, which differs from the usage in quantum control, where "drift" means the static part of a Hamiltonian.

The Hamiltonians take values in `A`, a complete complex algebra with an adjoint, written `star`, and a norm satisfying $\|a^*a\|=\|a\|^2$. Bounded operators on a Hilbert space are an example. `averaging_bound_matrix` states the result for Hermitian $n\times n$ matrices, where `Matrix.Norms.L2Operator` selects the operator norm, that is, the largest singular value.

The step from this model to an atom or a field mode is the truncation of an unbounded Hamiltonian to a bounded one, and the bound says nothing about the error made there.

## Both propagators are unitary

Everything follows from one derivative. Since $H$ is self-adjoint, $(U^*)'=iU^*H$. For any differentiable $X(t)$ the product rule then gives

$$(U^*XV)'=U^*\bigl(X'+i(HX-XK)\bigr)V .$$

This is `hasDerivAt_sandwich`. The Lean proof applies the product rule twice, then expands the products and collects terms with `simp only` and `abel`.

Take $X=1$, $K=H$ and $V=U$. The derivative vanishes, so $U^*U$ keeps its initial value $1$, which is `star_mul_propagator`.

For matrices this already implies $UU^*=1$, but in infinite dimension an isometry need not be onto. `propagator_mul_star` therefore considers $P=1-UU^*$. From $U^*U=1$ it follows that $P^*=P$ and $P^2=P$, hence

$$\|P\|=\|P^*P\|=\|P\|^2,$$

and $\|P\|$ is $0$ or $1$ at each time. It is continuous and starts at $0$. If it were ever $1$, it would pass through $1/2$ on the way, which is impossible. The Lean proof obtains that intermediate time from `mem_range_of_exists_le_of_exists_ge` and closes with `norm_num`.

Finally, $\|U\|^2=\|U^*U\|=\|1\|\le 1$, which gives `norm_propagator_le_one`. The same argument applies to $V$ when $K$ is self-adjoint.

## Integration by parts moves the difference into $F$

Because $H$ and $K$ are continuous, $F'=H-K$ (`hasDerivAt_drift`). Using the derivative formula with $X=1$ and with $X=F$ gives

$$(U^*V)'=iU^*(H-K)V,$$

$$(U^*FV)'=U^*(H-K)V+iU^*(HF-FK)V .$$

Multiply the second line by $i$ and subtract it from the first. The terms with $H-K$ cancel:

$$\bigl(U^*V-iU^*FV\bigr)'=U^*(HF-FK)V .$$

Integrating from $0$ to $t$, with $F(0)=0$, yields the exact identity

$$U^*V-1=iU^*FV+\int_0^t U^*(HF-FK)V\,ds ,$$

where the terms outside the integral are taken at time $t$. This is `averaging_identity`. In its proof, `hg` is the combined derivative, and `intervalIntegral.integral_eq_sub_of_hasDerivAt` is the fundamental theorem of calculus.

## Taking norms

Unitarity gives $U-V=-U(U^*V-1)$, and therefore $\|U-V\|\le\|U^*V-1\|$. Since $U^*$ and $V$ have norm at most one, $\|U^*XV\|\le\|X\|$ for every $X$; this is `hsand` in the Lean proof. Applied to the identity, it gives

$$\|U(t)-V(t)\|\le\|F(t)\|+\int_0^t\|HF-FK\|\,ds .$$

The triangle inequality and $\|ab\|\le\|a\|\|b\|$ bound the integrand by $\|F\|(\|H\|+\|K\|)$, and `intervalIntegral.integral_mono_on` carries this comparison through the integral. The matrix theorem follows by supplying completeness, which holds in finite dimension.

## A fast cosine drive

If $\|F\|\le\varepsilon$ and $\|H\|+\|K\|\le M$ on $[0,t]$, the integral is at most $\varepsilon Mt$, so

$$\|U(t)-V(t)\|\le\varepsilon(1+Mt).$$

This is `averaging_bound_uniform`. `fast_drive_bound` applies it to $H(t)=H_0+\cos(\omega t)\,G$ and $K=H_0$, with $H_0$ and $G$ self-adjoint and $\omega>0$. Here

$$F(t)=\frac{\sin(\omega t)}{\omega}\,G,\qquad \|F\|\le\frac{\|G\|}{\omega},\qquad \|H\|+\|K\|\le 2\|H_0\|+\|G\| ,$$

and the result is

$$\|U(t)-V(t)\|\le\frac{\|G\|}{\omega}\bigl(1+(2\|H_0\|+\|G\|)\,t\bigr).$$

At fixed $t$, $H_0$ and $G$, the error vanishes at least as fast as $1/\omega$. The direct estimate $\int_0^t\|H-K\|\,ds$, which is standard but not proved here, does not tend to zero in this limit when $G\ne0$ and $t>0$, because it ignores the cancellation between successive half-cycles.

For $G\ne0$ the bound grows with time. Two unitaries never differ by more than $2$ in norm, so it is informative only while its right-hand side is below $2$. For a rotating-wave estimate in a finite-level model, the general theorem can be applied in the interaction picture, where $H$ and $K$ contain only the couplings, so the bare level energies do not contribute to $\|H\|$ and $\|K\|$; they enter $F$ through the oscillation frequencies.
